# Orthogonal projection of a response matrix can give imaginary frequencies for a stable reference

A linear-response calculation on a molecule returns an imaginary excitation frequency. With the time dependence $e^{-i\omega t}$, a frequency with positive imaginary part belongs to a perturbation that grows exponentially, and imaginary frequencies come in pairs of opposite sign, so the usual reading is that the reference state is unstable. But the iterative solver has only diagonalised a small projected matrix. Can the imaginary value come from the projection alone?

It can. For real orbitals and a frequency-independent kernel, the response and stability matrices are

$$M=\begin{pmatrix}A&B\\-B&-A\end{pmatrix},\qquad H=\begin{pmatrix}A&B\\B&A\end{pmatrix}.$$

They act on vectors $w=(x,y)$ of excitation amplitudes $x$ and de-excitation amplitudes $y$. The eigenvalues of $M$ are the frequencies, and positive definite $H$ means that the reference is stable to second order against orbital rotations. A Ritz value of $M$ on a trial space $W$ is an eigenvalue of the orthogonal projection of $M$ onto $W$: a number $\mu$ for which some nonzero $w\in W$ has its residual $Mw-\mu w$ orthogonal to $W$.

Take two transitions with $A=aI$, $B=\begin{pmatrix}0&b\\b&0\end{pmatrix}$ and $0<b<a$. Then $H$ is positive definite and $M$ has exactly the eigenvalues $\pm\sqrt{a^2-b^2}$, yet its Ritz values on the span of $u=(1,0,1,0)$ and $v=(0,1,0,-1)$ are exactly $\pm ib$.

There is also a positive result for any finite number of transitions. If $H$ is positive definite and $W$ contains $(x,-y)$ along with every $(x,y)$, all Ritz values are real.

## The small matrix inside a Davidson-type solver

Many response codes use projections adapted to the block form of $M$. A Davidson-type solver in its plainest form, however, stores orthonormal trial vectors as the columns of a matrix $V$, computes $MV$ from products with $A$ and $B$, and diagonalises the small matrix $V^\dagger MV$. Its eigenvalues are the current frequency estimates, and the residuals supply new trial vectors.

With $a=5$ and $b=3$ in any energy unit, the true frequencies are $\pm4$. The normalised trial vectors $u/\sqrt2$ and $v/\sqrt2$ give

$$V^\dagger MV=\begin{pmatrix}0&-3\\3&0\end{pmatrix},$$

and the solver reports $\pm3i$. Adding the sign partners $(1,0,-1,0)$ and $(0,1,0,1)$ completes the four-dimensional space, and the frequencies become $\pm4$.

The familiar pairing $(x,y)\to(y,x)$, which links the solutions at $\omega$ and $-\omega$, does not prevent this: it sends $u$ to $u$ and $v$ to $-v$, so the span is already closed under it. What the span lacks is closure under $(x,y)\to(x,-y)$. A code has that closure if it keeps one set of $n$-component vectors, with $n$ the number of transitions, and expands $x$ and $y$ independently in it.

## From the four-by-four spectrum to the false pair

**Spectrum.** Since $A$ and $B$ commute and $B^2=b^2I$, the off-diagonal blocks of $M^2$ cancel and $M^2=(a^2-b^2)I$. Hence $Mw=\mu w$ with $w\neq0$ forces $\mu^2=a^2-b^2$. Conversely, for either root $\mu$ the nonzero vector $(b,0,0,\mu-a)$ satisfies

$$M(b,0,0,\mu-a)=(\mu b,\,0,\,0,\,a^2-b^2-a\mu)=\mu\,(b,0,0,\mu-a),$$

because $a^2-b^2=\mu^2$.

**Stability.** Number the components from zero, $w=(x_0,x_1,y_0,y_1)$. Then

$$\begin{aligned}\langle w,Hw\rangle&=a\|w\|^2+2b\,\mathrm{Re}(\bar x_0y_1+\bar x_1y_0)\\&=(a-b)\|w\|^2+b\left(|x_0+y_1|^2+|x_1+y_0|^2\right),\end{aligned}$$

which is positive for $w\ne0$.

**Projection.** Direct multiplication gives $Mu=(a,b,-a,-b)$ and $Mv=(-b,a,-b,a)$. Therefore

$$\langle u,Mu\rangle=\langle v,Mv\rangle=0,\qquad \langle v,Mu\rangle=2b,\qquad \langle u,Mv\rangle=-2b.$$

Both trial vectors have squared length 2 and they are orthogonal, so the normalised projected matrix is $\begin{pmatrix}0&-b\\b&0\end{pmatrix}$. Its characteristic equation is $\mu^2+b^2=0$. The parameter $a$ has dropped out, so making the reference more stable by raising $a$ leaves the false growth rate unchanged.

**Sign partners.** Let $Sw=(x,-y)$, so that $M=SH$. Suppose $w\in W$ is nonzero, its residual is orthogonal to $W$, and $Sw\in W$. Testing the residual with $Sw$ gives

$$0=\langle Sw,Mw-\mu w\rangle=\langle w,Hw\rangle-\mu r,\qquad r=\|x\|^2-\|y\|^2.$$

The first term is positive and $r$ is real. Thus $r\neq0$, and $\mu=\langle w,Hw\rangle/r$ is real.

## The Lean file

```lean
import Mathlib

open Matrix
open scoped ComplexOrder

namespace FalseInstability

noncomputable section

variable {n : Type*} [Fintype n]

/-- The linear-response matrix `[[A, B], [-B, -A]]`. -/
def response (A B : Matrix n n ℂ) : Matrix (n ⊕ n) (n ⊕ n) ℂ :=
  fromBlocks A B (-B) (-A)

/-- The stability matrix `[[A, B], [B, A]]`. -/
def stability (A B : Matrix n n ℂ) : Matrix (n ⊕ n) (n ⊕ n) ℂ :=
  fromBlocks A B B A

/-- The sign partner `(x, -y)` of a vector `(x, y)`. -/
def signPartner (w : n ⊕ n → ℂ) : n ⊕ n → ℂ :=
  Sum.elim (fun i => w (Sum.inl i)) (fun i => -w (Sum.inr i))

/-- `μ` is a Ritz value of `M` on the trial space `W`: some nonzero `w` in `W` has a residual
`M w - μ w` orthogonal to `W`. -/
def IsRitzValue {m : Type*} [Fintype m] (M : Matrix m m ℂ) (W : Submodule ℂ (m → ℂ))
    (μ : ℂ) : Prop :=
  ∃ w ∈ W, w ≠ 0 ∧ ∀ z ∈ W, star z ⬝ᵥ (M *ᵥ w - μ • w) = 0

/-- The diagonal block `A = a I` of the two-transition model. -/
def blockA (a : ℝ) : Matrix (Fin 2) (Fin 2) ℂ := !![(a : ℂ), 0; 0, (a : ℂ)]

/-- The coupling block `B = [[0, b], [b, 0]]` of the two-transition model. -/
def blockB (b : ℝ) : Matrix (Fin 2) (Fin 2) ℂ := !![0, (b : ℂ); (b : ℂ), 0]

/-- The first trial vector, `(1, 0, 1, 0)`. -/
def trialU : Fin 2 ⊕ Fin 2 → ℂ := Sum.elim ![1, 0] ![1, 0]

/-- The second trial vector, `(0, 1, 0, -1)`. -/
def trialV : Fin 2 ⊕ Fin 2 → ℂ := Sum.elim ![0, 1] ![0, -1]

/-- The trial space spanned by `(1, 0, 1, 0)` and `(0, 1, 0, -1)`. -/
def trialSpace : Submodule ℂ (Fin 2 ⊕ Fin 2 → ℂ) := Submodule.span ℂ {trialU, trialV}

/-- The response matrix of the model squares to `a² - b²` times the identity. -/
theorem response_sq (a b : ℝ) :
    response (blockA a) (blockB b) * response (blockA a) (blockB b)
      = ((a : ℂ) ^ 2 - (b : ℂ) ^ 2) • (1 : Matrix (Fin 2 ⊕ Fin 2) (Fin 2 ⊕ Fin 2) ℂ) := by
  ext i j
  rcases i with i | i <;> rcases j with j | j <;> fin_cases i <;> fin_cases j <;>
    simp [response, blockA, blockB, Matrix.mul_apply, Fintype.sum_sum_type,
      Fin.sum_univ_two] <;> ring

/-- For nonzero coupling `b`, the eigenvalues of the model's response matrix are exactly the
solutions of `μ² = a² - b²`. -/
theorem eigenvalue_iff_sq (a b : ℝ) (hb : b ≠ 0) (μ : ℂ) :
    (∃ x, x ≠ 0 ∧ response (blockA a) (blockB b) *ᵥ x = μ • x)
      ↔ μ ^ 2 = (a : ℂ) ^ 2 - (b : ℂ) ^ 2 := by
  constructor
  · rintro ⟨x, hx, h⟩
    -- apply the matrix twice
    have h2 : (μ * μ) • x = ((a : ℂ) ^ 2 - (b : ℂ) ^ 2) • x := by
      rw [← smul_smul, ← h, ← Matrix.mulVec_smul, ← h, Matrix.mulVec_mulVec, response_sq,
        Matrix.smul_mulVec, Matrix.one_mulVec]
    rw [pow_two μ]
    exact smul_left_injective ℂ hx h2
  · intro h
    refine ⟨Sum.elim ![(b : ℂ), 0] ![0, μ - a], ?_, ?_⟩
    · intro h0
      have h1 := congrFun h0 (Sum.inl 0)
      exact hb (by simpa using h1)
    · ext i
      rcases i with i | i <;> fin_cases i <;>
        simp [response, blockA, blockB, Matrix.mulVec, dotProduct, Fintype.sum_sum_type,
          Fin.sum_univ_two]
      · ring
      · linear_combination -h

/-- For `0 < b < a` the stability matrix of the model is positive definite. -/
theorem stability_posDef_witness (a b : ℝ) (hb : 0 < b) (hab : b < a) :
    (stability (blockA a) (blockB b)).PosDef := by
  rw [Matrix.posDef_iff_dotProduct_mulVec]
  constructor
  · ext i j
    rcases i with i | i <;> rcases j with j | j <;> fin_cases i <;> fin_cases j <;>
      simp [stability, blockA, blockB, Matrix.conjTranspose_apply]
  · intro x hx
    -- the quadratic form is a sum of squares
    have key : star x ⬝ᵥ (stability (blockA a) (blockB b) *ᵥ x)
        = (((a - b) * ∑ i, Complex.normSq (x i)
          + b * (Complex.normSq (x (Sum.inl 0) + x (Sum.inr 1))
            + Complex.normSq (x (Sum.inl 1) + x (Sum.inr 0))) : ℝ) : ℂ) := by
      apply Complex.ext <;>
        simp [stability, blockA, blockB, Matrix.mulVec, dotProduct, Fintype.sum_sum_type,
          Fin.sum_univ_two, Complex.normSq_apply] <;> ring
    obtain ⟨i, hi⟩ := Function.ne_iff.1 hx
    have hS : 0 < ∑ i, Complex.normSq (x i) :=
      Finset.sum_pos' (fun i _ => Complex.normSq_nonneg _)
        ⟨i, Finset.mem_univ i, Complex.normSq_pos.2 hi⟩
    rw [key]
    exact Complex.zero_lt_real.2 (add_pos_of_pos_of_nonneg (mul_pos (sub_pos.2 hab) hS)
      (mul_nonneg hb.le (add_nonneg (Complex.normSq_nonneg _) (Complex.normSq_nonneg _))))

/-- Tested against the trial space, the residual is that of the two-by-two matrix
`[[0, -b], [b, 0]]`, up to the squared length 2 of the trial vectors. -/
theorem projected_residual (a b : ℝ) (μ c d c' d' : ℂ) :
    star (c' • trialU + d' • trialV) ⬝ᵥ
      (response (blockA a) (blockB b) *ᵥ (c • trialU + d • trialV)
        - μ • (c • trialU + d • trialV))
      = 2 * (star c' * (-(b * d) - μ * c) + star d' * (b * c - μ * d)) := by
  simp [trialU, trialV, response, blockA, blockB, Matrix.mulVec, dotProduct,
    Fintype.sum_sum_type, Fin.sum_univ_two]
  ring

/-- The Ritz values of the model on the trial space are exactly `i b` and `-i b`. -/
theorem ritz_iff (a b : ℝ) (μ : ℂ) :
    IsRitzValue (response (blockA a) (blockB b)) trialSpace μ
      ↔ μ = Complex.I * b ∨ μ = -(Complex.I * b) := by
  constructor
  · rintro ⟨w, hw, h0, h⟩
    obtain ⟨c, d, rfl⟩ := Submodule.mem_span_pair.1 hw
    -- test with each trial vector in turn
    have h1 := h ((1 : ℂ) • trialU + (0 : ℂ) • trialV) (Submodule.mem_span_pair.2 ⟨1, 0, rfl⟩)
    have h2 := h ((0 : ℂ) • trialU + (1 : ℂ) • trialV) (Submodule.mem_span_pair.2 ⟨0, 1, rfl⟩)
    rw [projected_residual, star_one, star_zero] at h1 h2
    have hc : (μ ^ 2 + (b : ℂ) ^ 2) * c = 0 := by linear_combination b * h2 / 2 - μ * h1 / 2
    have hd : (μ ^ 2 + (b : ℂ) ^ 2) * d = 0 := by linear_combination -μ * h2 / 2 - b * h1 / 2
    have hq : μ ^ 2 + (b : ℂ) ^ 2 = 0 := by
      by_contra hne
      apply h0
      rw [(mul_eq_zero.1 hc).resolve_left hne, (mul_eq_zero.1 hd).resolve_left hne,
        zero_smul, zero_smul, add_zero]
    have hf : (μ - Complex.I * b) * (μ + Complex.I * b) = 0 := by
      linear_combination hq - (b : ℂ) ^ 2 * Complex.I_sq
    exact (mul_eq_zero.1 hf).imp sub_eq_zero.1 eq_neg_of_add_eq_zero_left
  · have hne : ∀ d : ℂ, (1 : ℂ) • trialU + d • trialV ≠ 0 := by
      intro d h0
      have h1 := congrFun h0 (Sum.inl 0)
      simp [trialU, trialV] at h1
    rintro (rfl | rfl)
    · refine ⟨_, Submodule.mem_span_pair.2 ⟨1, -Complex.I, rfl⟩, hne _, fun z hz => ?_⟩
      obtain ⟨c', d', rfl⟩ := Submodule.mem_span_pair.1 hz
      rw [projected_residual]
      linear_combination 2 * star d' * b * Complex.I_sq
    · refine ⟨_, Submodule.mem_span_pair.2 ⟨1, Complex.I, rfl⟩, hne _, fun z hz => ?_⟩
      obtain ⟨c', d', rfl⟩ := Submodule.mem_span_pair.1 hz
      rw [projected_residual]
      linear_combination 2 * star d' * b * Complex.I_sq

/-- For `0 < b < a` the stability matrix is positive definite and the response matrix has exactly
the eigenvalues `±√(a² - b²)`, yet its Ritz values on the trial space are exactly `±i b`. -/
theorem false_instability (a b : ℝ) (hb : 0 < b) (hab : b < a) :
    (stability (blockA a) (blockB b)).PosDef ∧
    (∀ μ : ℂ, (∃ x, x ≠ 0 ∧ response (blockA a) (blockB b) *ᵥ x = μ • x)
      ↔ μ = (√(a ^ 2 - b ^ 2) : ℝ) ∨ μ = -(√(a ^ 2 - b ^ 2) : ℝ)) ∧
    (∀ μ : ℂ, IsRitzValue (response (blockA a) (blockB b)) trialSpace μ
      ↔ μ = Complex.I * b ∨ μ = -(Complex.I * b)) := by
  refine ⟨stability_posDef_witness a b hb hab, fun μ => ?_, ritz_iff a b⟩
  have hs : ((√(a ^ 2 - b ^ 2) : ℝ) : ℂ) ^ 2 = (a : ℂ) ^ 2 - (b : ℂ) ^ 2 := by
    exact_mod_cast Real.sq_sqrt (show 0 ≤ a ^ 2 - b ^ 2 by nlinarith)
  rw [eigenvalue_iff_sq a b hb.ne', ← hs, sq_eq_sq_iff_eq_or_eq_neg]

/-- The trial space is closed under the exchange of `(x, y)` and `(y, x)`. -/
theorem trialSpace_exchange (w : Fin 2 ⊕ Fin 2 → ℂ) (hw : w ∈ trialSpace) :
    w ∘ Sum.swap ∈ trialSpace := by
  obtain ⟨c, d, rfl⟩ := Submodule.mem_span_pair.1 hw
  refine Submodule.mem_span_pair.2 ⟨c, -d, ?_⟩
  ext i
  rcases i with i | i <;> fin_cases i <;> simp [trialU, trialV]

/-- The overlap of the sign partner of `w` with the response of `w` is the quadratic form of the
stability matrix at `w`. -/
theorem signPartner_response (A B : Matrix n n ℂ) (w : n ⊕ n → ℂ) :
    star (signPartner w) ⬝ᵥ (response A B *ᵥ w) = star w ⬝ᵥ (stability A B *ᵥ w) := by
  have h : response A B *ᵥ w = signPartner (stability A B *ᵥ w) := by
    ext i
    rcases i with i | i
    · simp [response, stability, signPartner, Matrix.mulVec, dotProduct, Fintype.sum_sum_type]
    · simp [response, stability, signPartner, Matrix.mulVec, dotProduct, Fintype.sum_sum_type]
      ring
  rw [h]
  simp [signPartner, dotProduct, Fintype.sum_sum_type]

/-- If the stability matrix is positive definite and the trial space contains with each `(x, y)`
also `(x, -y)`, then every Ritz value of the response matrix is real. -/
theorem ritz_real_of_signPartner (A B : Matrix n n ℂ) (hS : (stability A B).PosDef)
    (W : Submodule ℂ (n ⊕ n → ℂ)) (hW : ∀ w ∈ W, signPartner w ∈ W)
    (μ : ℂ) (hμ : IsRitzValue (response A B) W μ) : μ.im = 0 := by
  obtain ⟨w, hw, h0, h⟩ := hμ
  -- the indefinite norm of `w` is a real number
  obtain ⟨r, hr⟩ : ∃ r : ℝ, star (signPartner w) ⬝ᵥ w = (r : ℂ) := by
    refine ⟨∑ i, Complex.normSq (w (Sum.inl i)) - ∑ i, Complex.normSq (w (Sum.inr i)), ?_⟩
    simp [signPartner, dotProduct, Fintype.sum_sum_type, Complex.normSq_eq_conj_mul_self,
      sub_eq_add_neg]
  -- test the residual with the sign partner of `w`
  have h1 := h _ (hW w hw)
  rw [dotProduct_sub, dotProduct_smul, signPartner_response, hr, smul_eq_mul,
    sub_eq_zero] at h1
  have hpos := hS.dotProduct_mulVec_pos h0
  rw [h1] at hpos
  obtain ⟨hre, him⟩ := Complex.lt_def.1 hpos
  rw [Complex.zero_re, Complex.re_mul_ofReal] at hre
  rw [Complex.zero_im, Complex.im_mul_ofReal] at him
  rcases mul_eq_zero.1 him.symm with h2 | h2
  · exact h2
  · rw [h2, mul_zero] at hre
    exact absurd hre (lt_irrefl 0)

end

end FalseInstability
```

```lean
#print axioms FalseInstability.false_instability
#print axioms FalseInstability.trialSpace_exchange
#print axioms FalseInstability.signPartner_response
#print axioms FalseInstability.ritz_real_of_signPartner
```

```
'FalseInstability.false_instability' depends on axioms: [propext, Classical.choice, Quot.sound]
'FalseInstability.trialSpace_exchange' depends on axioms: [propext, Classical.choice, Quot.sound]
'FalseInstability.signPartner_response' depends on axioms: [propext, Classical.choice, Quot.sound]
'FalseInstability.ritz_real_of_signPartner' depends on axioms: [propext, Classical.choice, Quot.sound]
```

## What the theorems say about a solver, and where they stop

**Reading the statements.** The index type `n ⊕ n` holds the two halves of a vector, with `Sum.inl` for $x$ and `Sum.inr` for $y$. The matrices $M$ and $H$ are `response A B` and `stability A B`, and $S$ is `signPartner`. Vectors and trial spaces are complex, and `star z ⬝ᵥ` is the ordinary inner product, conjugated on the left. `IsRitzValue` is the residual condition given above, so it needs no orthonormal basis.

The theorem `false_instability` takes real $a,b$ with $0<b<a$ and states three things: `PosDef` for the stability matrix, the exact set of eigenvalues, and the exact set of Ritz values. Both sets are described among all complex numbers $\mu$. `trialSpace_exchange` states the closure under $(x,y)\to(y,x)$. `ritz_real_of_signPartner` is the general result, with the closure under sign partners as hypothesis `hW` and positive definiteness as `hS`.

**Following the proof.** `response_sq` checks $M^2$ entry by entry, and `eigenvalue_iff_sq` applies $M$ twice for one direction and supplies the explicit eigenvector for the other. In `stability_posDef_witness`, the step `key` is the sum of squares.

`projected_residual` computes the residual of $cu+dv$ against $c'u+d'v$; the factor 2 in it is the squared length of the trial vectors. `ritz_iff` tests with $u$ and $v$ in turn, and two uses of `linear_combination` turn the resulting equations into $(\mu^2+b^2)c=0$ and $(\mu^2+b^2)d=0$. As $c$ and $d$ are not both zero, $\mu=\pm ib$. For the converse it uses the Ritz vectors $u\mp iv$. `false_instability` then assembles the parts and rewrites $\mu^2=a^2-b^2$ with the real square root.

For the general result, `signPartner_response` proves $\langle Sw,Mw\rangle=\langle w,Hw\rangle$. The last theorem combines this with the tested residual to get $0<\mu r$ in the order on $\mathbb C$, which means a positive real part and a zero imaginary part. The imaginary part gives $\mathrm{Im}\,\mu=0$ or $r=0$, and the real part excludes $r=0$.

**Consequences and limits.** In a linear-response calculation, an imaginary Ritz value from a plain orthogonal projection does not by itself prove that the reference is unstable, as this two-transition model with prescribed blocks shows. The blocks are not computed from a functional. Their difference $A-B$ has off-diagonal elements $-b$, which nonlocal exchange allows, as in Hartree–Fock theory or hybrid functionals. With real canonical orbitals, a functional of the density alone makes $A-B$ diagonal. The model can be put in that form too: in the basis $(1,1)/\sqrt2$, $(1,-1)/\sqrt2$ of the two transitions, used for both $x$ and $y$, it has $A=aI$ and $B=\mathrm{diag}(b,-b)$, and the same trial space, written in the new basis, still gives $\pm ib$. This change of basis is not part of the Lean file.

Closure under sign partners is sufficient, but real Ritz values can occur without it: on the span of $u$ alone the only Ritz value is $\langle u,Mu\rangle/2=0$. For $a=5$ and $b=3$ the true frequencies are $\pm4$, so a real Ritz value need not be an accurate one.

The general theorem concerns finite matrices of the block form above. Complex orbitals generally put $-B^*$ and $-A^*$ in the lower row, which is a different matrix. Solvers that project with a different inner product, or with separate left and right trial spaces, need their own argument. Rounding is not modelled either, and a trial space that loses its sign partners through truncation no longer satisfies `hW`.
